# A finite PAW transformation with dual projectors preserves the eigenvalues of H exactly when det(P†F) ≠ 0

## Energies from a smoother wave function

Close to a nucleus, a valence wave function oscillates rapidly, and a plane-wave basis needs many functions to follow it. The projector augmented-wave (PAW) method therefore writes the wave function as \(\psi = Tc\), where \(c\) is a smoother pseudo wave function and \(T\) is a fixed linear map that restores the oscillations. Inserting this into \(H\psi = e\psi\) and multiplying by \(T^\dagger\) from the left gives a generalised eigenvalue problem for \(c\):

\[
T^\dagger H T\,c = e\,T^\dagger T\,c .
\]

Are the numbers \(e\) found from this equation the eigenvalues of \(H\)? Two things could go wrong. An eigenvector \(\psi\) might not be of the form \(Tc\), so that no pseudo wave function represents it. Or a nonzero \(c\) might satisfy the transformed equation although \(Tc\) is zero or solves nothing, so that a false energy appears.

The answer depends on one determinant, built from the projectors and the all-electron partial waves. For a finite matrix \(H\), a \(T\) acting on the whole space, and projectors dual to the pseudo partial waves, it tells whether the transformed equation above returns exactly the eigenvalues of \(H\).

## The transformation and its two cases

Let the state space be \(\mathbb{C}^n\), with coordinates taken in an orthonormal basis, and let there be \(m\) PAW channels. Three \(n\times m\) matrices hold the data, one column per channel:

- \(F\) holds the all-electron partial waves,
- \(G\) holds the pseudo partial waves,
- \(P\) holds the projectors.

The transformation is

\[
T = 1 + (F-G)P^\dagger .
\]

The projectors are assumed dual to the pseudo partial waves, \(P^\dagger G = 1\). Physically, the projectors read off how much of each pseudo partial wave a vector contains, and \(T\) replaces that amount by the all-electron partner. The entries of \(P^\dagger F\) are the overlaps of the projectors with the all-electron partial waves.

For any complex square matrix \(H\), the result has two parts:

- If \(\det(P^\dagger F)\neq 0\), the transformed equation has a nonzero solution \(c\) for exactly those \(e\) that are eigenvalues of \(H\).
- The transformed equation has a nonzero solution for every complex \(e\) if and only if \(\det(P^\dagger F)=0\).

With a single channel the columns are vectors \(f\), \(g\) and \(p\), duality reads \(\langle p,g\rangle = 1\), and \(Tx = x + \langle p,x\rangle (f-g)\). The determinant is then the number \(\langle p,f\rangle\).

## How the statement reads in Lean

The finite types `n` and `m` index the basis and the channels, and `pawT F G P` is \(T\). The hypothesis `hdual : Pᴴ * G = 1` is duality, with `ᴴ` the conjugate transpose. It is assumed, as a condition on how the projectors were constructed. It also forces \(m\le n\), so no separate inequality appears.

`IsEigenvalue H e` says that some nonzero `ψ` satisfies \(H\psi = e\psi\). `IsTransformedEigenvalue H T e` says the same of the transformed equation. Here `*ᵥ` applies a matrix to a vector and `•` multiplies by a number. The two parts of the result are `paw_spectrum` and `paw_degenerate_iff`, and `single_channel` is the one-channel case. There the inner product \(\langle p,x\rangle\) is `star p ⬝ᵥ x`, conjugated in its first argument.

\(H\) need not be Hermitian, and \(e\) ranges over the complex numbers. The eigenvalues are compared as a set, without multiplicities. \(H\) is a fixed matrix, so self-consistency plays no part, and \(c\) ranges over the whole of \(\mathbb{C}^n\). A calculation that restricts \(c\) to a smaller basis adds a truncation error that the theorems do not describe. The theorems also concern the exact products \(T^\dagger HT\) and \(T^\dagger T\). PAW codes evaluate these through one-centre expansions in the partial waves, which are approximate when the set of partial waves is incomplete. Nothing is assumed about augmentation spheres, or about the partial waves agreeing outside them.

## From duality to the determinant

Duality gives at once

\[
TG = G + (F-G)P^\dagger G = G + F - G = F ,
\]

so each pseudo partial wave is mapped to its all-electron partner.

For an \(n\times m\) matrix \(A\) and an \(m\times n\) matrix \(B\), \(\det(1+AB)=\det(1+BA)\), where the first unit matrix has size \(n\) and the second size \(m\). With \(A=F-G\) and \(B=P^\dagger\),

\[
\det T = \det\bigl(1 + P^\dagger F - P^\dagger G\bigr) = \det(P^\dagger F).
\]

The question about \(T\), a matrix of the size of the basis, has become one about a matrix of the size of the channel set.

## The invertible case

The difference of the two sides of the transformed equation factorises:

\[
T^\dagger H T c - e\,T^\dagger T c = T^\dagger\bigl(H(Tc) - e\,(Tc)\bigr).
\]

Suppose \(\det T\neq 0\). Then \(\det T^\dagger = \overline{\det T}\neq 0\), so the left side vanishes exactly when the bracket does. Hence \(c\) solves the transformed equation exactly when \(\psi = Tc\) solves \(H\psi=e\psi\).

If \(c\neq0\), then \(Tc\neq 0\), and \(e\) is an eigenvalue of \(H\). Conversely, if \(\psi\neq 0\) is an eigenvector of \(H\), then \(c = T^{-1}\psi\) is nonzero and solves the transformed equation with the same \(e\).

## The singular case

Suppose \(\det(P^\dagger F)=0\). Then \(\det T = 0\), and there is a nonzero \(c\) with \(Tc=0\). Both sides of the transformed equation vanish for this \(c\), whatever \(e\) is.

Such a vector can be written down. Take \(b\neq 0\) with \(P^\dagger F b=0\) and set \(c=(G-F)b\). Then \(P^\dagger c = b\), so \(c\neq 0\), and \(Tc = c + (F-G)b = 0\).

For the converse, suppose every complex \(e\) occurs although \(\det(P^\dagger F)\neq0\). By the invertible case every complex number would be an eigenvalue of \(H\), so the characteristic polynomial \(\det(e-H)\) would vanish for all \(e\) and would be the zero polynomial. But its leading coefficient is 1, which is a contradiction.

## A two-dimensional example with numbers

Take one channel with

\[
g=p=\begin{pmatrix}1\\0\end{pmatrix},\quad
f=\begin{pmatrix}s\\1\end{pmatrix},\quad
H=\begin{pmatrix}2&1\\1&2\end{pmatrix},\quad
T=\begin{pmatrix}s&0\\1&1\end{pmatrix}.
\]

Then \(\langle p,g\rangle=1\) and \(\langle p,f\rangle=s=\det T\). The eigenvalues of \(H\) are 1 and 3.

For \(s=2\),

\[
T^\dagger HT=\begin{pmatrix}14&4\\4&2\end{pmatrix},\qquad
T^\dagger T=\begin{pmatrix}5&1\\1&1\end{pmatrix},
\]

\[
\det(T^\dagger HT-e\,T^\dagger T)=(14-5e)(2-e)-(4-e)^2=4(e-1)(e-3).
\]

The energies are again 1 and 3.

For \(s=0\),

\[
T^\dagger HT=\begin{pmatrix}2&2\\2&2\end{pmatrix},\qquad
T^\dagger T=\begin{pmatrix}1&1\\1&1\end{pmatrix}.
\]

Both matrices annihilate \(c=g-f=(1,-1)^{\mathsf T}\), so every \(e\) is accepted.

## The complete Lean file

```lean
import Mathlib

open Matrix

namespace PAWTransformation

noncomputable section

variable {n m : Type*} [Fintype n] [DecidableEq n] [Fintype m] [DecidableEq m]

/-- The PAW transformation `T = 1 + (F - G) Pᴴ`. The columns of `F`, `G` and `P` are the
all-electron partial waves, the pseudo partial waves and the projectors. -/
def pawT (F G P : Matrix n m ℂ) : Matrix n n ℂ := 1 + (F - G) * Pᴴ

/-- The number `e` is an eigenvalue of `H`: some nonzero `ψ` satisfies `H ψ = e ψ`. -/
def IsEigenvalue (H : Matrix n n ℂ) (e : ℂ) : Prop :=
  ∃ ψ : n → ℂ, ψ ≠ 0 ∧ H *ᵥ ψ = e • ψ

/-- The number `e` solves the transformed problem: some nonzero `c` satisfies
`Tᴴ H T c = e Tᴴ T c`. -/
def IsTransformedEigenvalue (H T : Matrix n n ℂ) (e : ℂ) : Prop :=
  ∃ c : n → ℂ, c ≠ 0 ∧ (Tᴴ * H * T) *ᵥ c = e • ((Tᴴ * T) *ᵥ c)

/-- If the projectors are dual to the pseudo partial waves, the PAW transformation maps each
pseudo partial wave to its all-electron partner. -/
theorem pawT_mul_pseudo (F G P : Matrix n m ℂ) (hdual : Pᴴ * G = 1) :
    pawT F G P * G = F := by
  unfold pawT
  rw [Matrix.add_mul, Matrix.one_mul, Matrix.mul_assoc, hdual, Matrix.mul_one,
    add_sub_cancel]

/-- If the projectors are dual to the pseudo partial waves, the determinant of the PAW
transformation is that of the overlaps of projectors with all-electron partial waves. -/
theorem det_pawT (F G P : Matrix n m ℂ) (hdual : Pᴴ * G = 1) :
    (pawT F G P).det = (Pᴴ * F).det := by
  unfold pawT
  rw [Matrix.det_one_add_mul_comm, Matrix.mul_sub, hdual, add_sub_cancel]

/-- For an invertible `T`, a vector `c` solves the transformed equation exactly when the
reconstructed vector `T c` solves the original one. -/
theorem transformed_equation_iff (H T : Matrix n n ℂ) (hT : T.det ≠ 0) (e : ℂ) (c : n → ℂ) :
    (Tᴴ * H * T) *ᵥ c = e • ((Tᴴ * T) *ᵥ c) ↔ H *ᵥ (T *ᵥ c) = e • (T *ᵥ c) := by
  have hT' : Tᴴ.det ≠ 0 := by
    rw [Matrix.det_conjTranspose]
    exact star_ne_zero.2 hT
  -- the transformed residual is `Tᴴ` applied to the original residual
  have key : (Tᴴ * H * T) *ᵥ c - e • ((Tᴴ * T) *ᵥ c)
      = Tᴴ *ᵥ (H *ᵥ (T *ᵥ c) - e • (T *ᵥ c)) := by
    simp only [Matrix.mulVec_sub, Matrix.mulVec_smul, Matrix.mulVec_mulVec, Matrix.mul_assoc]
  constructor
  · intro h
    apply sub_eq_zero.1
    apply Matrix.eq_zero_of_mulVec_eq_zero hT'
    rw [← key, h, sub_self]
  · intro h
    apply sub_eq_zero.1
    rw [key, h, sub_self, Matrix.mulVec_zero]

/-- With projectors dual to the pseudo partial waves and an invertible matrix of overlaps
`Pᴴ F`, the transformed problem has exactly the eigenvalues of `H`. -/
theorem paw_spectrum (H : Matrix n n ℂ) (F G P : Matrix n m ℂ) (hdual : Pᴴ * G = 1)
    (hF : (Pᴴ * F).det ≠ 0) (e : ℂ) :
    IsTransformedEigenvalue H (pawT F G P) e ↔ IsEigenvalue H e := by
  have hT : (pawT F G P).det ≠ 0 := by
    rw [det_pawT F G P hdual]
    exact hF
  constructor
  · rintro ⟨c, hc, h⟩
    exact ⟨pawT F G P *ᵥ c, fun h0 => hc (Matrix.eq_zero_of_mulVec_eq_zero hT h0),
      (transformed_equation_iff H _ hT e c).1 h⟩
  · rintro ⟨ψ, hψ, h⟩
    -- the pseudo vector belonging to `ψ` is `T⁻¹ ψ`
    have hinv : pawT F G P *ᵥ ((pawT F G P)⁻¹ *ᵥ ψ) = ψ := by
      rw [Matrix.mulVec_mulVec, Matrix.mul_nonsing_inv _ (isUnit_iff_ne_zero.2 hT),
        Matrix.one_mulVec]
    refine ⟨(pawT F G P)⁻¹ *ᵥ ψ, fun h0 => hψ ?_, ?_⟩
    · rw [← hinv, h0, Matrix.mulVec_zero]
    · rw [transformed_equation_iff H _ hT, hinv]
      exact h

/-- With projectors dual to the pseudo partial waves, every complex number solves the
transformed problem if and only if the matrix of overlaps `Pᴴ F` is singular. -/
theorem paw_degenerate_iff (H : Matrix n n ℂ) (F G P : Matrix n m ℂ) (hdual : Pᴴ * G = 1) :
    (∀ e, IsTransformedEigenvalue H (pawT F G P) e) ↔ (Pᴴ * F).det = 0 := by
  constructor
  · intro hall
    by_contra hF
    -- otherwise the characteristic polynomial of `H` would vanish everywhere
    have hzero : H.charpoly = 0 := by
      apply Polynomial.funext
      intro e
      obtain ⟨ψ, hψ, h⟩ := (paw_spectrum H F G P hdual hF e).1 (hall e)
      rw [Matrix.eval_charpoly, Polynomial.eval_zero]
      refine Matrix.exists_mulVec_eq_zero_iff.1 ⟨ψ, hψ, ?_⟩
      ext i
      simp [Matrix.sub_mulVec, h]
    exact H.charpoly_monic.ne_zero hzero
  · intro hF e
    -- a kernel vector of `T` makes both sides vanish
    rw [← det_pawT F G P hdual] at hF
    obtain ⟨c, hc, h⟩ := Matrix.exists_mulVec_eq_zero_iff.2 hF
    refine ⟨c, hc, ?_⟩
    simp only [← Matrix.mulVec_mulVec, h, Matrix.mulVec_zero, smul_zero]

/-- A vector written as a matrix with a single column, for one PAW channel. -/
def column (v : n → ℂ) : Matrix n Unit ℂ := Matrix.of fun i _ => v i

/-- For one channel the PAW transformation acts as `T x = x + ⟨p, x⟩ (f - g)`. -/
theorem pawT_column_mulVec (f g p x : n → ℂ) :
    pawT (column f) (column g) (column p) *ᵥ x = x + (star p ⬝ᵥ x) • (f - g) := by
  unfold pawT
  rw [Matrix.add_mulVec, Matrix.one_mulVec, ← Matrix.mulVec_mulVec]
  congr 1
  ext i
  simp [column, Matrix.mulVec, dotProduct]
  ring

/-- For one channel with `⟨p, g⟩ = 1`, the transformed problem has exactly the eigenvalues of
`H` if `⟨p, f⟩` is nonzero, and is solved by every complex number if `⟨p, f⟩ = 0`. -/
theorem single_channel (H : Matrix n n ℂ) (f g p : n → ℂ) (hdual : star p ⬝ᵥ g = 1) :
    (star p ⬝ᵥ f ≠ 0 → ∀ e,
      (IsTransformedEigenvalue H (pawT (column f) (column g) (column p)) e ↔
        IsEigenvalue H e)) ∧
    (star p ⬝ᵥ f = 0 → ∀ e,
      IsTransformedEigenvalue H (pawT (column f) (column g) (column p)) e) := by
  have entry : ∀ (v : n → ℂ) (i j : Unit),
      ((column p)ᴴ * column v) i j = star p ⬝ᵥ v := by
    intro v i j
    simp [column, Matrix.mul_apply, dotProduct]
  have hd : (column p)ᴴ * column g = 1 := by
    ext i j
    rw [entry, hdual, Subsingleton.elim i j, Matrix.one_apply_eq]
  have hdet : ((column p)ᴴ * column f).det = star p ⬝ᵥ f := by
    rw [Matrix.det_unique, entry]
  constructor
  · intro hf e
    exact paw_spectrum H _ _ _ hd (by rw [hdet]; exact hf) e
  · intro hf
    exact (paw_degenerate_iff H _ _ _ hd).2 (by rw [hdet]; exact hf)

/-- Two channels in three dimensions with dual projectors and pseudo partial waves, where the
determinant of the overlaps `Pᴴ F` is an arbitrary complex number `s`. -/
theorem duality_witness (s : ℂ) :
    (!![1, 0; 0, 1; 0, 0] : Matrix (Fin 3) (Fin 2) ℂ)ᴴ *
      (!![1, 0; 0, 1; 0, 0] : Matrix (Fin 3) (Fin 2) ℂ) = 1 ∧
    ((!![1, 0; 0, 1; 0, 0] : Matrix (Fin 3) (Fin 2) ℂ)ᴴ *
      (!![s, 0; 0, 1; 1, 1] : Matrix (Fin 3) (Fin 2) ℂ)).det = s := by
  constructor
  · ext i j
    fin_cases i <;> fin_cases j <;> simp [Matrix.mul_apply, Fin.sum_univ_succ]
  · rw [Matrix.det_fin_two]
    simp [Matrix.mul_apply, Fin.sum_univ_succ]

end

end PAWTransformation
```

```lean
#print axioms PAWTransformation.pawT_mul_pseudo
#print axioms PAWTransformation.det_pawT
#print axioms PAWTransformation.pawT_column_mulVec
#print axioms PAWTransformation.single_channel
```

```
'PAWTransformation.pawT_mul_pseudo' depends on axioms: [propext, Classical.choice, Quot.sound]
'PAWTransformation.det_pawT' depends on axioms: [propext, Classical.choice, Quot.sound]
'PAWTransformation.pawT_column_mulVec' depends on axioms: [propext, Classical.choice, Quot.sound]
'PAWTransformation.single_channel' depends on axioms: [propext, Classical.choice, Quot.sound]
```

## The lemmas about T

`pawT_mul_pseudo` is the computation \(TG=F\): it expands the product and replaces `Pᴴ * G` by 1. It confirms that `pawT` does what a PAW transformation should, and the later proofs do not use it.

`det_pawT` is the determinant computation. The rewrite with `Matrix.det_one_add_mul_comm` exchanges the two factors, and `hdual` then cancels the pseudo partial waves.

`transformed_equation_iff` holds for any `T` with nonzero determinant, whether or not it comes from PAW data. Its intermediate statement `key` is the factorisation with \(T^\dagger\) in front. In the forward direction, `Matrix.eq_zero_of_mulVec_eq_zero` removes the factor \(T^\dagger\), because a matrix with nonzero determinant sends only the zero vector to zero. The backward direction applies \(T^\dagger\) to a vanishing residual.

## The two cases in the proof

`paw_spectrum` first turns the hypothesis on `Pᴴ * F` into `(pawT F G P).det ≠ 0`. From a solution `c` it produces the eigenvector `pawT F G P *ᵥ c`. From an eigenvector `ψ` it produces \(T^{-1}\psi\), and `hinv` records that \(T(T^{-1}\psi)=\psi\). Each direction also checks that the new vector is nonzero.

In `paw_degenerate_iff`, the forward direction argues by contradiction. `paw_spectrum` supplies an eigenvector of `H` for every `e`, which makes the characteristic polynomial vanish at every `e`. `Polynomial.funext` concludes that the polynomial is zero, and `H.charpoly_monic` rules this out. The backward direction obtains a kernel vector of \(T\) from its zero determinant, through `Matrix.exists_mulVec_eq_zero_iff`, and the final `simp only` reduces both sides of the transformed equation to zero.

## One channel, and a family with two

`column` turns a vector into a matrix with one column, and `pawT_column_mulVec` derives the formula \(Tx=x+\langle p,x\rangle(f-g)\) from the matrix definition. In `single_channel`, `entry` identifies the only entry of each overlap matrix with an inner product. The matrix form of duality and the value of the determinant follow from it, and the general theorems then give both claims.

`duality_witness` gives a family with two channels in three dimensions. The projectors and the pseudo partial waves are both the first two basis vectors, and the all-electron partial waves are \((s,0,1)\) and \((0,1,1)\). Duality holds, and \(P^\dagger F\) is diagonal with entries \(s\) and 1, so its determinant is \(s\). Setting \(s=0\) gives the singular case and any other \(s\) the invertible one, for every \(3\times3\) matrix \(H\).
